# The Slater determinant of 1, x and y vanishes exactly at collinear positions

Three identical fermions, all in the same spin state, move in a plane. Their wavefunction vanishes whenever two of them meet, but it may also vanish when all three are apart. The Slater determinant of the orbitals $1,x,y$ vanishes exactly when the particles lie on one line. The same holds for $g,xg,yg$ if the common envelope $g$ is nonzero at the three positions.

```lean
import Mathlib

noncomputable section

namespace PlanarSlaterNodes
```

Particle $i\in\{0,1,2\}$ has position $r_i=(x_i,y_i)$, a value of `r : Fin 3 → Plane`.

```lean
/-- The position of a particle in the real plane. -/
abbrev Plane := ℝ × ℝ
```

For real orbitals $\varphi_j$, the spatial determinant is $D=\det[\varphi_j(r_i)]/\sqrt6$. Rows belong to particles, columns to orbitals.

```lean
/-- The Slater determinant of three orbitals at three positions, with prefactor `1/√6`. -/
def slater (φ : Fin 3 → Plane → ℝ) (r : Fin 3 → Plane) : ℝ :=
  (Real.sqrt 6)⁻¹ * (Matrix.of fun i j => φ j (r i)).det
```

The prefactor normalises $D$ when the orbitals are orthonormal, which the definition does not require.

```lean
/-- The three orbitals `g`, `x g` and `y g` with a common envelope `g`. -/
def orbital (g : Plane → ℝ) (k : Fin 3) (p : Plane) : ℝ :=
  g p * ![1, p.1, p.2] k
```

Twice the signed area of the particles' triangle is
$$A=(x_1-x_0)(y_2-y_0)-(x_2-x_0)(y_1-y_0).$$

```lean
/-- Twice the signed area of the triangle spanned by the three particles. -/
def doubleArea (r : Fin 3 → Plane) : ℝ :=
  ((r 1).1 - (r 0).1) * ((r 2).2 - (r 0).2) - ((r 2).1 - (r 0).1) * ((r 1).2 - (r 0).2)
```

## Two different particles at one position

Exchanging particles permutes rows, so $D$ acquires the permutation's sign. This holds for any orbitals, and `Matrix.det_permute` supplies it.

```lean
/-- Permuting the particles multiplies the Slater determinant by the sign of the permutation. -/
theorem slater_antisymmetric (φ : Fin 3 → Plane → ℝ) (r : Fin 3 → Plane)
    (σ : Equiv.Perm (Fin 3)) :
    slater φ (r ∘ σ) = ((Equiv.Perm.sign σ : ℤ) : ℝ) * slater φ r := by
  have h := Matrix.det_permute σ (Matrix.of fun i j => φ j (r i))
  change (Real.sqrt 6)⁻¹ * ((Matrix.of fun i j => φ j (r i)).submatrix σ id).det = _
  rw [h, slater]
  ring
```

In the next theorem, `hij` says that the labels $i,j$ belong to different particles, and `h` that these particles share a position. The matrix then has two equal rows, so $D=0$; the proof passes both facts to `Matrix.det_zero_of_row_eq`. Without `hij`, the choice $i=j$ would make every determinant vanish. Without `h`, a triangle with $A\ne0$ and $g=1$ is a counterexample.

```lean
/-- The Slater determinant vanishes when two different particles share a position. -/
theorem slater_eq_zero_of_coincidence (φ : Fin 3 → Plane → ℝ) (r : Fin 3 → Plane)
    {i j : Fin 3} (hij : i ≠ j) (h : r i = r j) : slater φ r = 0 := by
  have hdet : (Matrix.of fun i j => φ j (r i)).det = 0 := by
    apply Matrix.det_zero_of_row_eq hij
    funext k
    change φ k (r i) = φ k (r j)
    rw [h]
  rw [slater, hdet, mul_zero]
```

## One envelope times 1, x and y

The form of the orbitals is itself an assumption. Taking $g(r_i)$ out of row $i$ and subtracting row 0 from the other two gives
$$D=\frac{g(r_0)g(r_1)g(r_2)}{\sqrt6}\begin{vmatrix}1&x_0&y_0\\0&x_1-x_0&y_1-y_0\\0&x_2-x_0&y_2-y_0\end{vmatrix}
=\frac{g(r_0)g(r_1)g(r_2)}{\sqrt6}\,A.$$
Lean expands the determinant with `Matrix.det_fin_three` and compares polynomials with `ring`. For other orbitals the nodes can differ: with $1,x,x^2$, the determinant vanishes whenever two $x$ coordinates agree, even for a genuine triangle.

```lean
/-- For the orbitals `g`, `x g`, `y g` the Slater determinant is the product of `1/√6`, the
envelope at the three positions, and twice the signed area of the triangle of particles. -/
theorem slater_eq_area (g : Plane → ℝ) (r : Fin 3 → Plane) :
    slater (orbital g) r =
      (Real.sqrt 6)⁻¹ * (g (r 0) * g (r 1) * g (r 2)) * doubleArea r := by
  unfold slater doubleArea
  rw [Matrix.det_fin_three]
  simp only [Matrix.of_apply, orbital, Matrix.cons_val]
  ring
```

## The first two particles apart

The hypothesis `hne`, $r_0\neq r_1$, makes the line through these particles well defined. Write $d=r_1-r_0$ and $e=r_2-r_0$, so $A=d_xe_y-e_xd_y$. If $A=0$, set $t=d\cdot e/|d|^2$; this division is where the hypothesis enters. Then
$$t|d|^2d_x=d_x^2e_x+d_y(d_xe_y)=|d|^2e_x,$$
$$t|d|^2d_y=d_x(d_ye_x)+d_y^2e_y=|d|^2e_y,$$
hence $e=td$. Conversely, $e=td$ gives $A=t(d_xd_y-d_xd_y)=0$.

In Lean, `hD` is $|d|^2\neq0$, and the two `linear_combination` steps are the displayed identities. If $r_0=r_1\ne r_2$, the area is zero but no $t$ exists.

```lean
/-- If the first two particles are at different positions, the triangle has zero area exactly
when the third particle lies on the line through them. -/
theorem doubleArea_eq_zero_iff_on_line (r : Fin 3 → Plane) (hne : r 0 ≠ r 1) :
    doubleArea r = 0 ↔ ∃ t : ℝ, r 2 = r 0 + t • (r 1 - r 0) := by
  constructor
  · intro h
    unfold doubleArea at h
    -- the squared distance of the first two particles is nonzero
    have hD : ((r 1).1 - (r 0).1) ^ 2 + ((r 1).2 - (r 0).2) ^ 2 ≠ 0 := by
      intro h0
      have h1 : ((r 1).1 - (r 0).1) ^ 2 = 0 := by
        nlinarith [sq_nonneg ((r 1).1 - (r 0).1), sq_nonneg ((r 1).2 - (r 0).2)]
      have h2 : ((r 1).2 - (r 0).2) ^ 2 = 0 := by linarith
      have h3 := (pow_eq_zero_iff two_ne_zero).mp h1
      have h4 := (pow_eq_zero_iff two_ne_zero).mp h2
      exact hne (Prod.ext (by linarith) (by linarith))
    -- the line parameter is given by orthogonal projection
    obtain ⟨t, ht⟩ : ∃ t : ℝ, t * (((r 1).1 - (r 0).1) ^ 2 + ((r 1).2 - (r 0).2) ^ 2) =
        ((r 1).1 - (r 0).1) * ((r 2).1 - (r 0).1) +
          ((r 1).2 - (r 0).2) * ((r 2).2 - (r 0).2) := ⟨_, div_mul_cancel₀ _ hD⟩
    refine ⟨t, Prod.ext ?_ ?_⟩
    · change (r 2).1 = (r 0).1 + t * ((r 1).1 - (r 0).1)
      apply mul_right_cancel₀ hD
      linear_combination (-((r 1).2 - (r 0).2)) * h - ((r 1).1 - (r 0).1) * ht
    · change (r 2).2 = (r 0).2 + t * ((r 1).2 - (r 0).2)
      apply mul_right_cancel₀ hD
      linear_combination ((r 1).1 - (r 0).1) * h - ((r 1).2 - (r 0).2) * ht
  · rintro ⟨t, ht⟩
    have hx : (r 2).1 = (r 0).1 + t * ((r 1).1 - (r 0).1) := congrArg Prod.fst ht
    have hy : (r 2).2 = (r 0).2 + t * ((r 1).2 - (r 0).2) := congrArg Prod.snd ht
    rw [doubleArea, hx, hy]
    ring
```

Collinearity needs no such hypothesis. `Collinear ℝ (Set.range r)` says that the occupied positions lie on a common line, coincidences included. If $r_1=r_0+av$ and $r_2=r_0+bv$, then $A=ab(v_xv_y-v_xv_y)=0$. Conversely, for $A=0$ the proof takes direction $r_2-r_0$ when $r_0=r_1$, and $r_1-r_0$ otherwise.

```lean
/-- Three particles are collinear exactly when their triangle has zero area. -/
theorem collinear_iff_doubleArea (r : Fin 3 → Plane) :
    Collinear ℝ (Set.range r) ↔ doubleArea r = 0 := by
  rw [collinear_iff_of_mem (Set.mem_range_self (0 : Fin 3))]
  constructor
  · rintro ⟨v, hv⟩
    obtain ⟨a, ha⟩ := hv (r 1) (Set.mem_range_self 1)
    obtain ⟨b, hb⟩ := hv (r 2) (Set.mem_range_self 2)
    have hax : (r 1).1 = a * v.1 + (r 0).1 := congrArg Prod.fst ha
    have hay : (r 1).2 = a * v.2 + (r 0).2 := congrArg Prod.snd ha
    have hbx : (r 2).1 = b * v.1 + (r 0).1 := congrArg Prod.fst hb
    have hby : (r 2).2 = b * v.2 + (r 0).2 := congrArg Prod.snd hb
    rw [doubleArea, hax, hay, hbx, hby]
    ring
  · intro h
    by_cases h01 : r 0 = r 1
    · -- two particles coincide: the line goes through the third
      refine ⟨r 2 - r 0, ?_⟩
      rintro p ⟨i, rfl⟩
      fin_cases i
      · exact ⟨0, by simp⟩
      · exact ⟨0, by simp [h01]⟩
      · exact ⟨1, by simp⟩
    · obtain ⟨t, ht⟩ := (doubleArea_eq_zero_iff_on_line r h01).mp h
      refine ⟨r 1 - r 0, ?_⟩
      rintro p ⟨i, rfl⟩
      fin_cases i
      · exact ⟨0, by simp⟩
      · exact ⟨1, by simp⟩
      · exact ⟨t, ht.trans (add_comm _ _)⟩
```

## An envelope that is nonzero at the particles

Physically, `hg` says that no particle sits on a zero of the envelope. By hand, it permits division of $D=0$ by $g(r_0)g(r_1)g(r_2)/\sqrt6$; in Lean, `hc` records that this factor is nonzero. If $g$ vanishes at a corner of a non-collinear triangle, $D=0$ without collinearity.

```lean
/-- If the envelope is nonzero at the three positions, the Slater determinant of `g`, `x g`, `y g`
vanishes exactly when the three particles are collinear. -/
theorem slater_eq_zero_iff_collinear (g : Plane → ℝ) (r : Fin 3 → Plane)
    (hg : ∀ i, g (r i) ≠ 0) :
    slater (orbital g) r = 0 ↔ Collinear ℝ (Set.range r) := by
  have hc : (Real.sqrt 6)⁻¹ * (g (r 0) * g (r 1) * g (r 2)) ≠ 0 :=
    mul_ne_zero (inv_ne_zero (by positivity))
      (mul_ne_zero (mul_ne_zero (hg 0) (hg 1)) (hg 2))
  rw [slater_eq_area, collinear_iff_doubleArea]
  exact ⟨fun h => (mul_eq_zero.mp h).resolve_left hc, fun h => by rw [h, mul_zero]⟩
```

The constant envelope satisfies `hg` everywhere, although the orbitals $1,x,y$ are not normalisable on the whole plane.

```lean
/-- The Slater determinant of the orbitals `1`, `x`, `y` vanishes exactly when the three
particles are collinear. -/
theorem slater_one_x_y (r : Fin 3 → Plane) :
    slater ![fun _ => 1, fun p => p.1, fun p => p.2] r = 0 ↔
      Collinear ℝ (Set.range r) := by
  have h : (![fun _ => 1, fun p => p.1, fun p => p.2] : Fin 3 → Plane → ℝ) =
      orbital (fun _ => 1) := by
    funext k p
    fin_cases k <;> simp [orbital]
  rw [h]
  exact slater_eq_zero_iff_collinear _ r (fun _ => one_ne_zero)
```

The envelope $e^{-a(x^2+y^2)}$ also satisfies `hg`, for every real $a$. When $a>0$ it is a Gaussian, and normalising the three orbitals multiplies $D$ by $(8a^2/\pi)\sqrt{2a/\pi}$ and leaves its zeros unchanged.

```lean
/-- With the envelope `g = exp (-a (x² + y²))`, for any real `a`, the Slater determinant of `g`,
`x g`, `y g` vanishes exactly when the three particles are collinear. -/
theorem slater_gaussian (a : ℝ) (r : Fin 3 → Plane) :
    slater (orbital fun p => Real.exp (-a * (p.1 ^ 2 + p.2 ^ 2))) r = 0 ↔
      Collinear ℝ (Set.range r) :=
  slater_eq_zero_iff_collinear _ r (fun _ => Real.exp_ne_zero _)
```

Strict inclusion of the coincidences in the nodes needs no condition on $g$: the distinct points $(0,0),(1,0),(2,0)$ have $A=0$.

```lean
/-- For the orbitals `g`, `x g`, `y g` the configurations with two particles at one position form
a strictly smaller set than the zeros of the Slater determinant. -/
theorem coincidences_ssubset_nodes (g : Plane → ℝ) :
    {r : Fin 3 → Plane | ∃ i j, i ≠ j ∧ r i = r j} ⊂ {r | slater (orbital g) r = 0} := by
  have hsub : {r : Fin 3 → Plane | ∃ i j, i ≠ j ∧ r i = r j} ⊆
      {r | slater (orbital g) r = 0} := by
    rintro r ⟨i, j, hij, h⟩
    exact slater_eq_zero_of_coincidence _ r hij h
  -- three distinct particles at 0, 1, 2 on the x axis
  refine (Set.ssubset_iff_of_subset hsub).2 ⟨fun i => (((i : ℕ) : ℝ), 0), ?_, ?_⟩
  · change slater (orbital g) _ = 0
    rw [slater_eq_area]
    simp [doubleArea]
  · rintro ⟨i, j, hij, h⟩
    exact hij (Fin.ext (Nat.cast_injective (R := ℝ) (congrArg Prod.fst h)))
```

## Moving the third particle

With both `hne` and `hg`, the area formula and the line criterion combine:

```lean
/-- If the first two particles are apart and the envelope is nonzero at the three positions, the
Slater determinant vanishes exactly when the third particle is on the line through them. -/
theorem node_of_third_particle (g : Plane → ℝ) (r : Fin 3 → Plane)
    (hg : ∀ i, g (r i) ≠ 0) (hne : r 0 ≠ r 1) :
    slater (orbital g) r = 0 ↔ ∃ t : ℝ, r 2 = r 0 + t • (r 1 - r 0) := by
  rw [slater_eq_zero_iff_collinear g r hg, collinear_iff_doubleArea,
    doubleArea_eq_zero_iff_on_line r hne]

end PlanarSlaterNodes
```

```lean
#print axioms PlanarSlaterNodes.slater_eq_zero_iff_collinear
-- 'PlanarSlaterNodes.slater_eq_zero_iff_collinear' depends on axioms: [propext, Classical.choice, Quot.sound]
#print axioms PlanarSlaterNodes.slater_one_x_y
-- 'PlanarSlaterNodes.slater_one_x_y' depends on axioms: [propext, Classical.choice, Quot.sound]
#print axioms PlanarSlaterNodes.coincidences_ssubset_nodes
-- 'PlanarSlaterNodes.coincidences_ssubset_nodes' depends on axioms: [propext, Classical.choice, Quot.sound]
#print axioms PlanarSlaterNodes.node_of_third_particle
-- 'PlanarSlaterNodes.node_of_third_particle' depends on axioms: [propext, Classical.choice, Quot.sound]
```

Take $g=1$, $r_0=(0,0)$, $r_1=(2,1)$ and $r_2=(1,2)$. Then $A=2\cdot2-1\cdot1=3$ and $D=3/\sqrt6\approx1.22$. Moving particle 2 to $(2,0)$ gives $A=-2$, so the determinant ratio is $-2/3$. The straight path crosses the node at $(1.6,0.8)=0.8\,r_1$, away from both other particles.

On the whole plane the determinant with $g=1$ is not normalisable. The Gaussian envelope with $a>0$ cures this and changes the ratio to $-\tfrac23e^{a}$, while the node stays where it was. In fixed-node diffusion Monte Carlo with that determinant as the three-particle trial function, such a one-particle move replaces one row, and the negative ratio marks it as a forbidden node crossing. The nodes of an interacting ground state may lie elsewhere.
